# No basis of Hückel benzene's occupied π space is permuted, even up to real factors, by the one-site rotation

## A search for orbitals that do not exist

Suppose that a localization run on benzene returns three occupied π orbitals, and that a turn by 60° does not map them onto one another. Someone who expects the orbitals to share the symmetry of the ring will suspect poor convergence. They may restart from other guesses or impose the sixfold symmetry as a constraint. In the Hückel model this search cannot succeed, whatever the localization criterion, because the occupied space has no real basis of the required kind.

The electronic state itself keeps its symmetry: the rotation maps the occupied space to itself. The symmetry is lost only when that space is divided into three individual real orbitals.

## The ring and its occupied waves

Number the carbon sites \(j=0,\dots,5\), with arithmetic modulo 6. A π orbital is a real function \(\psi(j)\), its amplitude on each site. The Hückel Hamiltonian is

\[
(H\psi)(j)=\alpha\,\psi(j)+\beta\,[\psi(j-1)+\psi(j+1)],
\]

where \(\alpha\) is the energy of an electron on one carbon \(p\) orbital and \(\beta<0\) is the coupling between neighbours. Its eigenfunctions are ring waves with energies \(\alpha+2\beta\cos(k\pi/3)\). Six electrons doubly fill the three waves of lowest energy: \(k=0\) at \(\alpha+2\beta\) and \(k=\pm1\) at \(\alpha+\beta\). In real form these waves are

\[
C_0(j)=1,\qquad C_1(j)=\cos\frac{j\pi}{3},\qquad S_1(j)=\sin\frac{j\pi}{3}.
\]

Let \(V\) be their real span, and let \(R\) be the rotation by one site, \((R\psi)(j)=\psi(j-1)\).

## What is claimed, and in which terms

Let \(b_0,b_1,b_2\) be linearly independent with span \(V\). Then there are no map \(\sigma\) of the index set \(\{0,1,2\}\) to itself and real numbers \(c_0,c_1,c_2\) with

\[
R\,b_i=c_i\,b_{\sigma(i)}\qquad\text{for all } i .
\]

A permutation up to signs is the special case in which \(\sigma\) is a bijection and every \(c_i=\pm1\). Orthogonality and normalisation are not required.

This is the theorem `no_sixfold_basis`. An orbital has the type `Fin 6 → ℝ`, and `b : Fin 3 → Fin 6 → ℝ` is a triple of orbitals. The hypotheses `hb` and `hspan` say that the triple is independent and spans `occupied`, which is \(V\). The waves are `cosWave 0`, `cosWave 1` and `sinWave 1`, defined by genuine cosines and sines. The rotation is `rotate`, whose site index `j - 1` is cyclic because subtraction in `Fin 6` is.

The Hamiltonian does not appear in the file. The space is defined by its waves, and the filling argument above is the physical reason for choosing them. No localization functional appears either.

Two restrictions matter. The factors are real: if complex orbitals and factors are allowed, the waves \(e^{ikj\pi/3}\) with \(k=0,\pm1\) form a basis in which \(R\) merely multiplies each member by a phase. The family is also a basis, not an overcomplete set: six linearly dependent functions that span \(V\) can be permuted by \(R\), as the threefold orbitals below will show.

For methods that work orbital by orbital, the consequence in this non-interacting model with one orbital per atom is that the 60° rotation never acts on a real occupied basis as a mere relabelling and rescaling of its members: at least one rotated member is a mixture of several.

## A cubic equation for the rotation

The constant wave satisfies \(RC_0=C_0\). For \(\psi=C_1\) or \(\psi=S_1\), the addition theorems give

\[
\psi(j)+\psi(j-2)=2\cos\frac{\pi}{3}\,\psi(j-1)=\psi(j-1),
\]

so \((R^2-R+1)\psi=0\). The product of the two factors therefore vanishes on all of \(V\):

\[
(R-1)(R^2-R+1)=R^3-2R^2+2R-1=0 .
\]

## Every basis orbital would have to stay fixed

Assume that \(Rb_i=c_ib_{\sigma(i)}\) for all \(i\). Write \(i'=\sigma(i)\), \(i''=\sigma(i')\) and \(i'''=\sigma(i'')\). The cubic equation applied to \(b_i\) reads

\[
c_ic_{i'}c_{i''}\,b_{i'''}-2c_ic_{i'}\,b_{i''}+2c_i\,b_{i'}-b_i=0 .
\]

By independence, the total coefficient of each basis member is zero. There are five cases.

- **\(i'=i\).** Then \(c_i^3-2c_i^2+2c_i-1=(c_i-1)(c_i^2-c_i+1)=0\). The second factor equals \((c_i-\tfrac12)^2+\tfrac34>0\), so \(c_i=1\).
- **\(i'\ne i\), \(i''=i'\).** The orbit never returns to \(i\), so the coefficient of \(b_i\) is \(-1\), which is impossible.
- **\(i'\ne i\), \(i''=i\).** The coefficients of \(b_i\) and \(b_{i'}\) give \(-2c_ic_{i'}-1=0\) and \(c_i^2c_{i'}+2c_i=0\). The first says \(c_ic_{i'}=-\tfrac12\). The second then becomes \(\tfrac32c_i=0\), which contradicts the first.
- **\(i,i',i''\) distinct, \(i'''=i\).** The coefficient of \(b_{i'}\) gives \(2c_i=0\). The coefficient of \(b_i\) is then \(-1\), which is impossible.
- **\(i,i',i''\) distinct, \(i'''\ne i\).** The coefficient of \(b_i\) is again \(-1\).

Only the first case survives, so \(Rb_i=b_i\) for every \(i\), and \(R\) is the identity on \(V\). But \((RC_1)(0)=C_1(5)=\tfrac12\), whereas \(C_1(0)=1\). This contradiction proves the claim.

## Threefold symmetry is still possible

Define

\[
\begin{aligned}
w_0&=(3,2,0,-1,0,2)=C_0+2C_1,\\
w_1&=(0,2,3,2,0,-1)=C_0-C_1+\sqrt3\,S_1,\\
w_2&=(0,-1,0,2,3,2)=C_0-C_1-\sqrt3\,S_1 .
\end{aligned}
\]

All three lie in \(V\). On sites 0, 2 and 4 only one of them is nonzero at a time, so they are independent. They span \(V\), since

\[
C_0=\frac{w_0+w_1+w_2}{3},\qquad C_1=\frac{2w_0-w_1-w_2}{6},\qquad S_1=\frac{\sqrt3}{6}(w_1-w_2).
\]

Shifting the entries by two places gives \(R^2w_0=w_1\), \(R^2w_1=w_2\) and \(R^2w_2=w_0\). The products of different orbitals vanish, for instance \(w_0\cdot w_1=4-2-2=0\), and each squared norm is \(9+4+4+1=18\). The normalised orbitals are \(w_i/\sqrt{18}\). Each has weight \(1/2\) on its central site, \(2/9\) on either neighbour and \(1/18\) on the opposite site.

A one-site rotation carries this set to a different one, centred on sites 1, 3 and 5. For example, \(Rw_0=(2,3,2,0,-1,0)=\tfrac13(2w_0+2w_1-w_2)\), a mixture of all three orbitals. The two sets together are the six dependent functions mentioned earlier.

## The complete Lean file

```lean
import Mathlib

open scoped Real

namespace BenzeneLocalizedOrbitals

noncomputable section

/-- The cosine ring wave with wave number `k` on the six sites of benzene. -/
def cosWave (k : ℕ) : Fin 6 → ℝ := fun j => Real.cos (k * (j.val : ℝ) * (π / 3))

/-- The sine ring wave with wave number `k` on the six sites of benzene. -/
def sinWave (k : ℕ) : Fin 6 → ℝ := fun j => Real.sin (k * (j.val : ℝ) * (π / 3))

/-- The real occupied pi space, spanned by the ring waves with `k = 0` and `k = ±1`. -/
def occupied : Submodule ℝ (Fin 6 → ℝ) :=
  Submodule.span ℝ {cosWave 0, cosWave 1, sinWave 1}

/-- Rotation of an orbital by one site around the ring. -/
def rotate : (Fin 6 → ℝ) →ₗ[ℝ] (Fin 6 → ℝ) := LinearMap.funLeft ℝ ℝ (fun j => j - 1)

/-- Rotation moves each amplitude to the next site, and the last one to the first site. -/
lemma rotate_eq (ψ : Fin 6 → ℝ) : rotate ψ = ![ψ 5, ψ 0, ψ 1, ψ 2, ψ 3, ψ 4] := by
  funext j
  fin_cases j <;> rfl

/-- The wave with `k = 0` has the same amplitude on all sites. -/
lemma cosWave_zero : cosWave 0 = ![1, 1, 1, 1, 1, 1] := by
  funext j
  fin_cases j <;> simp [cosWave]

/-- The site amplitudes of the cosine and sine waves with `k = 1`. -/
lemma wave_one : cosWave 1 = ![1, 1 / 2, -(1 / 2), -1, -(1 / 2), 1 / 2] ∧ sinWave 1 =
    ![0, Real.sqrt 3 / 2, Real.sqrt 3 / 2, 0, -(Real.sqrt 3 / 2), -(Real.sqrt 3 / 2)] := by
  have a2 : 2 * (π / 3) = π - π / 3 := by ring
  have a3 : 3 * (π / 3) = π := by ring
  have a4 : 4 * (π / 3) = π / 3 + π := by ring
  have a5 : 5 * (π / 3) = 2 * π - π / 3 := by ring
  constructor <;> funext j <;> fin_cases j <;>
    simp [cosWave, sinWave, a2, a3, a4, a5, Real.cos_pi_sub, Real.sin_pi_sub, Real.cos_add_pi,
      Real.sin_add_pi, Real.cos_two_pi_sub, Real.sin_two_pi_sub]

/-- On the occupied space the rotation `R` satisfies `R³ - 2R² + 2R - 1 = 0`. -/
theorem rotate_cubic {ψ : Fin 6 → ℝ} (h : ψ ∈ occupied) :
    rotate (rotate (rotate ψ)) - (2 : ℝ) • rotate (rotate ψ) + (2 : ℝ) • rotate ψ - ψ = 0 := by
  rw [occupied, Submodule.mem_span_triple] at h
  obtain ⟨x, y, z, rfl⟩ := h
  rw [cosWave_zero, wave_one.1, wave_one.2]
  funext j
  fin_cases j <;> simp [rotate_eq] <;> ring

/-- In a real vector space, if a linear map obeys `T³ - 2T² + 2T - 1 = 0` on a finite linearly
independent family and sends each member to a real multiple of a member, then it leaves every member
unchanged. -/
theorem fixed_of_cubic {ι M : Type*} [Fintype ι] [DecidableEq ι] [AddCommGroup M] [Module ℝ M]
    (T : M →ₗ[ℝ] M) (b : ι → M) (hb : LinearIndependent ℝ b) (σ : ι → ι) (c : ι → ℝ)
    (hσ : ∀ i, T (b i) = c i • b (σ i))
    (hT : ∀ i, T (T (T (b i))) - (2 : ℝ) • T (T (b i)) + (2 : ℝ) • T (b i) - b i = 0)
    (i : ι) : T (b i) = b i := by
  -- the coefficient of every member `l` in the cubic relation vanishes
  have key : ∀ l, (if l = σ (σ (σ i)) then c i * c (σ i) * c (σ (σ i)) else 0)
      - (if l = σ (σ i) then 2 * (c i * c (σ i)) else 0)
      + (if l = σ i then 2 * c i else 0) - (if l = i then (1 : ℝ) else 0) = 0 := by
    refine Fintype.linearIndependent_iff.1 hb _ ?_
    have h := hT i
    simp only [hσ, map_smul, smul_smul] at h
    simp only [sub_smul, add_smul, ite_smul, zero_smul, Finset.sum_sub_distrib,
      Finset.sum_add_distrib, Finset.sum_ite_eq', Finset.mem_univ, if_true]
    linear_combination (norm := module) h
  have ki := key i
  have kj := key (σ i)
  by_cases h1 : σ i = i
  · -- a member that stays in place has factor one
    simp only [h1, if_true] at ki
    have hf : (c i - 1) * (c i ^ 2 - c i + 1) = 0 := by linear_combination ki
    have hc : c i = 1 := by
      rcases mul_eq_zero.1 hf with h | h
      · linarith
      · nlinarith [sq_nonneg (c i - 1 / 2)]
    rw [hσ i, h1, hc, one_smul]
  · exfalso
    by_cases h2 : σ (σ i) = σ i
    · simp [h2, Ne.symm h1] at ki
    by_cases h3 : σ (σ i) = i
    · -- two members exchanged
      simp only [h3, h1, Ne.symm h1, if_true, if_false] at ki kj
      have hc : c i = 0 := by linear_combination (2 / 3) * kj + (1 / 3) * c i * ki
      simp [hc] at ki
    by_cases h4 : σ (σ (σ i)) = i
    · -- three members in a cycle
      simp [h4, h1, Ne.symm h2] at kj
      simp [kj] at ki
    · simp [Ne.symm h4, Ne.symm h3, Ne.symm h1] at ki

/-- No basis of the occupied pi space of benzene, orthogonal or not, is such that the one-site
rotation sends each basis orbital to a real multiple of a basis orbital. -/
theorem no_sixfold_basis (b : Fin 3 → Fin 6 → ℝ) (hb : LinearIndependent ℝ b)
    (hspan : Submodule.span ℝ (Set.range b) = occupied) :
    ¬ ∃ (σ : Fin 3 → Fin 3) (c : Fin 3 → ℝ), ∀ i, rotate (b i) = c i • b (σ i) := by
  rintro ⟨σ, c, h⟩
  have hmem : ∀ i, b i ∈ occupied := fun i => hspan ▸ Submodule.subset_span ⟨i, rfl⟩
  have hfix := fixed_of_cubic rotate b hb σ c h (fun i => rotate_cubic (hmem i))
  -- the rotation would be the identity on the whole occupied space
  have hall : ∀ ψ ∈ Submodule.span ℝ (Set.range b), rotate ψ = ψ := by
    intro ψ hψ
    induction hψ using Submodule.span_induction with
    | mem x hx => obtain ⟨i, rfl⟩ := hx; exact hfix i
    | zero => exact map_zero _
    | add x y _ _ hx hy => rw [map_add, hx, hy]
    | smul a x _ hx => rw [map_smul, hx]
  have hw : cosWave 1 ∈ occupied := Submodule.subset_span (by simp)
  -- but it moves the cosine wave
  have h0 := congrFun (hall _ (hspan ▸ hw)) 0
  rw [rotate_eq, wave_one.1] at h0
  change (1 / 2 : ℝ) = 1 at h0
  norm_num at h0

/-- Three orbitals, centred on every second site of the ring. -/
def threefoldOrbital : Fin 3 → Fin 6 → ℝ :=
  ![![3, 2, 0, -1, 0, 2], ![0, 2, 3, 2, 0, -1], ![0, -1, 0, 2, 3, 2]]

/-- The three orbitals are linearly independent and span the occupied pi space. -/
theorem threefold_basis : LinearIndependent ℝ threefoldOrbital ∧
    Submodule.span ℝ (Set.range threefoldOrbital) = occupied := by
  constructor
  · rw [Fintype.linearIndependent_iff]
    intro g h
    have h0 := congrFun h 0
    have h2 := congrFun h 2
    have h4 := congrFun h 4
    simp [Fin.sum_univ_three, threefoldOrbital] at h0 h2 h4
    intro i
    fin_cases i
    exacts [h0, h2, h4]
  · have hs : Real.sqrt 3 * (Real.sqrt 3 / 2) = 3 / 2 := by
      rw [← mul_div_assoc, Real.mul_self_sqrt (by norm_num)]
    apply le_antisymm <;> rw [occupied, Submodule.span_le, cosWave_zero, wave_one.1, wave_one.2]
    · -- each orbital is a combination of ring waves
      rintro _ ⟨i, rfl⟩
      rw [SetLike.mem_coe, Submodule.mem_span_triple]
      fin_cases i
      · refine ⟨1, 2, 0, ?_⟩
        funext j
        fin_cases j <;> simp [threefoldOrbital] <;> norm_num
      · refine ⟨1, -1, Real.sqrt 3, ?_⟩
        funext j
        fin_cases j <;> simp [threefoldOrbital, hs] <;> norm_num
      · refine ⟨1, -1, -Real.sqrt 3, ?_⟩
        funext j
        fin_cases j <;> simp [threefoldOrbital, hs] <;> norm_num
    · -- each ring wave is a combination of the orbitals
      rintro ψ (rfl | rfl | rfl) <;>
        rw [SetLike.mem_coe, Submodule.mem_span_range_iff_exists_fun]
      · refine ⟨![1 / 3, 1 / 3, 1 / 3], ?_⟩
        funext j
        fin_cases j <;> simp [Fin.sum_univ_three, threefoldOrbital] <;> ring
      · refine ⟨![1 / 3, -(1 / 6), -(1 / 6)], ?_⟩
        funext j
        fin_cases j <;> simp [Fin.sum_univ_three, threefoldOrbital] <;> ring
      · refine ⟨![0, Real.sqrt 3 / 6, -(Real.sqrt 3 / 6)], ?_⟩
        funext j
        fin_cases j <;> simp [Fin.sum_univ_three, threefoldOrbital] <;> ring

/-- The three orbitals are mutually orthogonal with equal norms, and rotation by two sites
permutes them cyclically. -/
theorem threefold_symmetry :
    (∀ i j, dotProduct (threefoldOrbital i) (threefoldOrbital j) = if i = j then 18 else 0) ∧
    ∀ i, rotate (rotate (threefoldOrbital i)) = threefoldOrbital (i + 1) := by
  constructor
  · intro i j
    fin_cases i <;> fin_cases j <;>
      norm_num [threefoldOrbital, dotProduct, Fin.sum_univ_succ]
  · intro i
    funext j
    fin_cases i <;> fin_cases j <;> rfl

end

end BenzeneLocalizedOrbitals
```

```lean
#print axioms BenzeneLocalizedOrbitals.no_sixfold_basis
#print axioms BenzeneLocalizedOrbitals.threefold_basis
#print axioms BenzeneLocalizedOrbitals.threefold_symmetry
```

```
'BenzeneLocalizedOrbitals.no_sixfold_basis' depends on axioms: [propext, Classical.choice, Quot.sound]
'BenzeneLocalizedOrbitals.threefold_basis' depends on axioms: [propext, Classical.choice, Quot.sound]
'BenzeneLocalizedOrbitals.threefold_symmetry' depends on axioms: [propext, Classical.choice, Quot.sound]
```

## From the site table to the cubic

The lemma `rotate_eq` writes the rotated orbital as an explicit list of six amplitudes. `cosWave_zero` and `wave_one` do the same for the waves, reducing the angles to \(\pi/3\) by reflection and shift formulas.

In `rotate_cubic`, `Submodule.mem_span_triple` expresses an arbitrary element of \(V\) as a combination of the three waves. The code then checks the cubic site by site with `ring`, where the derivation above factorised the polynomial.

## Comparing coefficients in Lean

The lemma `fixed_of_cubic` contains the case analysis, stated for any finite independent family in a real vector space. Its intermediate result `key` gives the coefficient of member `l` in the cubic relation. Each of the four terms contributes only if `l` is the index on which that term lands, which the `if` expressions record. `Fintype.linearIndependent_iff` makes every such coefficient zero.

Two coefficients suffice: `ki` belongs to \(b_i\) and `kj` to \(b_{\sigma(i)}\). The `by_cases` lines follow the five cases in the order given above. For a member that stays in place, `nlinarith` uses the square \((c_i-\tfrac12)^2\) to exclude the quadratic factor. For two exchanged members, `linear_combination` combines `kj` and `ki` to obtain \(c_i=0\), and `ki` then fails.

## The contradiction and the explicit basis

In `no_sixfold_basis`, `hmem` places each basis orbital in \(V\), so that `rotate_cubic` applies to it. `hfix` then says that each is fixed. The induction over the span in `hall` extends this to every element of \(V\), because `rotate` is linear. Evaluating the result for the cosine wave at site 0 gives \(\tfrac12=1\), which `norm_num` refutes.

The theorem `threefold_basis` proves independence by reading a vanishing combination at sites 0, 2 and 4. It proves equality of the spans by two inclusions, supplying the coefficients displayed above in each direction. `threefold_symmetry` checks the table of dot products, with 18 on the diagonal and 0 elsewhere, and the cyclic permutation under two applications of `rotate`. The index `i + 1` there is taken modulo 3, so the last orbital returns to the first.
